# The infimum of \(\operatorname{tr}(PH)\) over rank-\(k\) real orthogonal projectors is concave and superadditive in \(H\)

## Two parts of a Hamiltonian, one set of filled orbitals

I have \(k\) non-interacting electrons in a space spanned by \(n\) orthonormal spin-orbitals, with \(0\le k\le n\). Their one-electron Hamiltonian is a real symmetric matrix \(H=A+B\), say hopping plus site energies. The filled orbitals are described by a projector \(P\), a real symmetric matrix with \(P^2=P\) and \(\operatorname{tr}P=k\), and the energy is \(\operatorname{tr}(PH)\). Let \(S_k(H)\) be the infimum of this energy over all such \(P\).

If \(A\) and \(B\) could each choose their own filled orbitals, the two minima should add up to no more than the true total:
\[
S_k(A)+S_k(B)\le S_k(A+B).
\]
I also expect \(S_k\) to be finite, concave, and homogeneous under scaling by \(c\ge 0\). Can all of this be stated precisely and checked by Lean, including the finiteness that I usually take for granted?

## The same projector must serve both parts

Yes, and symmetry of \(H\) is never needed: the results hold for all real \(n\times n\) matrices. For non-interacting electrons in a finite real basis, they say that minimising two parts of the Hamiltonian separately gives a lower bound on the total energy.

### The derivation

**The infimum is finite.** Since \(k\le n\), we can choose a set \(s\) of \(k\) basis orbitals. The diagonal matrix with entry 1 on \(s\) and 0 elsewhere is an admissible \(P\), so there is at least one energy. For a lower bound, take any admissible \(P\). Symmetry and idempotency give
\[
\sum_l P_{il}^2=\sum_l P_{il}P_{li}=(P^2)_{ii}=P_{ii}.
\]
Each term of the sum is therefore at most \(P_{ii}\). The term \(l=i\) gives \(P_{ii}^2\le P_{ii}\), hence \(P_{ii}\le1\). It follows that \(P_{ij}^2\le P_{ii}\le 1\) for every \(j\), so \(|P_{ij}|\le1\) and
\[
\operatorname{tr}(PH)=\sum_{i,j}P_{ij}H_{ji}\ge-\sum_{i,j}|H_{ji}|.
\]
The right-hand side does not depend on \(P\).

**Superadditivity.** For every admissible \(P\),
\[
\operatorname{tr}(P(A+B))=\operatorname{tr}(PA)+\operatorname{tr}(PB)\ge S_k(A)+S_k(B).
\]
The right-hand side is a lower bound for all energies of \(A+B\), so it is at most their infimum \(S_k(A+B)\).

**Homogeneity.** Let \(c\ge0\). From \(\operatorname{tr}(P(cH))=c\operatorname{tr}(PH)\ge c\,S_k(H)\) we get \(S_k(cH)\ge c\,S_k(H)\). Conversely, if \(c>0\), then \(S_k(cH)/c\le\operatorname{tr}(PH)\) for every \(P\), so \(S_k(cH)/c\le S_k(H)\). If \(c=0\), any admissible \(P\) gives \(S_k(0)\le\operatorname{tr}(P\,0)=0\), which is the missing inequality.

**Concavity.** For \(a,b\ge0\) with \(a+b=1\),
\[
S_k(aA+bB)\ge S_k(aA)+S_k(bB)=a\,S_k(A)+b\,S_k(B).
\]

**Perturbation and equality.** If \(P\) attains \(S_k(A)\), using it as a trial projector for \(A+B\) gives \(S_k(A+B)\le S_k(A)+\operatorname{tr}(PB)\). If instead \(P\) attains \(S_k(A+B)\), then
\[
S_k(A+B)-S_k(A)-S_k(B)=[\operatorname{tr}(PA)-S_k(A)]+[\operatorname{tr}(PB)-S_k(B)].
\]
Both brackets are non-negative, so the left-hand side vanishes exactly when \(P\) attains both separate infima.

**A strict case.** Put one particle in two levels with \(A=\operatorname{diag}(1,-1)\) and \(B=\operatorname{diag}(-1,1)\). Filling the lower level of each shows \(S_1(A)\le-1\) and \(S_1(B)\le-1\). But \(A+B=0\), every energy of which is zero, so \(S_1(A)+S_1(B)\le-2<0=S_1(A+B)\).

### The Lean file

```lean
import Mathlib

open Matrix

namespace KyFanConcavity

noncomputable section

variable {n : ℕ} {k : Fin (n + 1)}

/-- `P` is a real symmetric idempotent matrix of trace `k`: the density matrix of `k` filled
orbitals among `n`, with `0 ≤ k ≤ n`. -/
def IsProjector (k : Fin (n + 1)) (P : Matrix (Fin n) (Fin n) ℝ) : Prop :=
  P.IsSymm ∧ P * P = P ∧ P.trace = ((k : ℕ) : ℝ)

/-- The set of energies `tr (P H)` that projectors `P` of trace `k` can reach. -/
def energies (k : Fin (n + 1)) (H : Matrix (Fin n) (Fin n) ℝ) : Set ℝ :=
  {E | ∃ P, IsProjector k P ∧ (P * H).trace = E}

/-- The `k`-particle energy `S_k(H)`: the infimum of `tr (P H)` over projectors of trace `k`. -/
def lowestEnergy (k : Fin (n + 1)) (H : Matrix (Fin n) (Fin n) ℝ) : ℝ :=
  sInf (energies k H)

/-- Filling a set `s` of `k` basis orbitals gives a projector of trace `k`. -/
theorem isProjector_occupation (s : Finset (Fin n)) (hs : s.card = (k : ℕ)) :
    IsProjector k (Matrix.diagonal fun i => if i ∈ s then (1 : ℝ) else 0) := by
  refine ⟨Matrix.diagonal_transpose _, ?_, ?_⟩
  · rw [Matrix.diagonal_mul_diagonal]
    congr 1
    ext i
    by_cases h : i ∈ s <;> simp [h]
  · rw [Matrix.trace_diagonal]
    simp [hs]

/-- Every entry of a projector has absolute value at most one. -/
theorem abs_entry_le_one {P : Matrix (Fin n) (Fin n) ℝ} (hP : IsProjector k P)
    (i j : Fin n) : |P i j| ≤ 1 := by
  -- idempotency and symmetry: the squares in a row add up to the diagonal entry
  have row : ∑ l, P i l ^ 2 = P i i := by
    calc ∑ l, P i l ^ 2 = ∑ l, P i l * P l i :=
          Finset.sum_congr rfl fun l _ => by rw [hP.1.apply i l]; ring
      _ = P i i := by rw [← Matrix.mul_apply, hP.2.1]
  have key : ∀ l, P i l ^ 2 ≤ P i i := fun l => by
    have h := Finset.single_le_sum (f := fun l => P i l ^ 2)
      (fun l _ => sq_nonneg (P i l)) (Finset.mem_univ l)
    exact h.trans_eq row
  have hd : P i i ≤ 1 := by nlinarith [key i]
  exact abs_le.mpr ⟨by nlinarith [key j], by nlinarith [key j]⟩

/-- The infimum defining `S_k(H)` is finite: `S_k(H)` is the greatest lower bound of the
energies `tr (P H)`. -/
theorem isGLB_lowestEnergy (k : Fin (n + 1)) (H : Matrix (Fin n) (Fin n) ℝ) :
    IsGLB (energies k H) (lowestEnergy k H) := by
  apply isGLB_csInf
  · -- some set of `k` orbitals can be filled, because `k ≤ n`
    have hk : (k : ℕ) ≤ (Finset.univ : Finset (Fin n)).card := by
      rw [Finset.card_univ, Fintype.card_fin]
      exact Nat.lt_succ_iff.mp k.isLt
    obtain ⟨s, _, hs⟩ := Finset.exists_subset_card_eq hk
    exact ⟨_, _, isProjector_occupation s hs, rfl⟩
  · -- bounded entries of `P` bound the energy from below
    refine ⟨-∑ i, ∑ j, |H j i|, ?_⟩
    rintro _ ⟨P, hP, rfl⟩
    simp only [Matrix.trace, Matrix.diag_apply, Matrix.mul_apply, ← Finset.sum_neg_distrib]
    refine Finset.sum_le_sum fun i _ => Finset.sum_le_sum fun j _ => ?_
    have h : |P i j * H j i| ≤ |H j i| := by
      rw [abs_mul]
      exact mul_le_of_le_one_left (abs_nonneg _) (abs_entry_le_one hP i j)
    exact (abs_le.mp h).1

/-- Variational bound: every projector of trace `k` has energy at least `S_k(H)`. -/
theorem lowestEnergy_le {P : Matrix (Fin n) (Fin n) ℝ} (hP : IsProjector k P)
    (H : Matrix (Fin n) (Fin n) ℝ) : lowestEnergy k H ≤ (P * H).trace :=
  (isGLB_lowestEnergy k H).1 ⟨P, hP, rfl⟩

/-- Superadditivity: `S_k(A) + S_k(B) ≤ S_k(A + B)` for all real matrices `A` and `B`. -/
theorem lowestEnergy_superadditive (k : Fin (n + 1)) (A B : Matrix (Fin n) (Fin n) ℝ) :
    lowestEnergy k A + lowestEnergy k B ≤ lowestEnergy k (A + B) := by
  apply (isGLB_lowestEnergy k (A + B)).2
  rintro _ ⟨P, hP, rfl⟩
  -- one projector must serve both parts of the Hamiltonian
  rw [Matrix.mul_add, Matrix.trace_add]
  exact add_le_add (lowestEnergy_le hP A) (lowestEnergy_le hP B)

/-- Positive homogeneity: scaling the Hamiltonian by `c ≥ 0` scales `S_k` by `c`. -/
theorem lowestEnergy_smul (k : Fin (n + 1)) {c : ℝ} (hc : 0 ≤ c)
    (H : Matrix (Fin n) (Fin n) ℝ) :
    lowestEnergy k (c • H) = c * lowestEnergy k H := by
  apply le_antisymm
  · rcases hc.eq_or_lt with rfl | hc'
    · obtain ⟨_, P, hP, _⟩ := (isGLB_lowestEnergy k H).nonempty
      have h := lowestEnergy_le hP ((0 : ℝ) • H)
      simpa using h
    · -- for `c > 0`, divide the bound for `c • H` by `c`
      have h : lowestEnergy k (c • H) / c ≤ lowestEnergy k H := by
        apply (isGLB_lowestEnergy k H).2
        rintro _ ⟨P, hP, rfl⟩
        have h1 := lowestEnergy_le hP (c • H)
        rw [Matrix.mul_smul, Matrix.trace_smul, smul_eq_mul] at h1
        rw [div_le_iff₀ hc']
        linarith
      rw [div_le_iff₀ hc'] at h
      linarith
  · apply (isGLB_lowestEnergy k (c • H)).2
    rintro _ ⟨P, hP, rfl⟩
    rw [Matrix.mul_smul, Matrix.trace_smul, smul_eq_mul]
    exact mul_le_mul_of_nonneg_left (lowestEnergy_le hP H) hc

/-- The energy `S_k` is a concave function of the Hamiltonian, on the space of all real
`n` by `n` matrices. -/
theorem lowestEnergy_concave (k : Fin (n + 1)) :
    ConcaveOn ℝ Set.univ (fun H : Matrix (Fin n) (Fin n) ℝ => lowestEnergy k H) := by
  refine ⟨convex_univ, fun A _ B _ a b ha hb _ => ?_⟩
  change a * lowestEnergy k A + b * lowestEnergy k B ≤ lowestEnergy k (a • A + b • B)
  rw [← lowestEnergy_smul k ha, ← lowestEnergy_smul k hb]
  exact lowestEnergy_superadditive k _ _

/-- First-order bound: if the projector `P` attains `S_k(A)`, then adding a perturbation `B`
raises the energy by at most `tr (P B)`. -/
theorem lowestEnergy_first_order {P A : Matrix (Fin n) (Fin n) ℝ} (hP : IsProjector k P)
    (hA : (P * A).trace = lowestEnergy k A) (B : Matrix (Fin n) (Fin n) ℝ) :
    lowestEnergy k (A + B) ≤ lowestEnergy k A + (P * B).trace := by
  have h := lowestEnergy_le hP (A + B)
  rwa [Matrix.mul_add, Matrix.trace_add, hA] at h

/-- Equality case: if the projector `P` attains `S_k(A + B)`, then the energies add exactly
when `P` also attains both `S_k(A)` and `S_k(B)`. -/
theorem lowestEnergy_add_eq_iff {P A B : Matrix (Fin n) (Fin n) ℝ} (hP : IsProjector k P)
    (hAB : (P * (A + B)).trace = lowestEnergy k (A + B)) :
    lowestEnergy k (A + B) = lowestEnergy k A + lowestEnergy k B ↔
      (P * A).trace = lowestEnergy k A ∧ (P * B).trace = lowestEnergy k B := by
  have hA := lowestEnergy_le hP A
  have hB := lowestEnergy_le hP B
  rw [Matrix.mul_add, Matrix.trace_add] at hAB
  constructor
  · intro h
    constructor <;> linarith
  · rintro ⟨h1, h2⟩
    linarith

/-- Superadditivity can be strict: one particle in two levels, with the Hamiltonians
`diag(1, -1)` and `diag(-1, 1)`. -/
theorem lowestEnergy_strict :
    lowestEnergy (1 : Fin 3) (Matrix.diagonal ![1, -1]) +
        lowestEnergy (1 : Fin 3) (Matrix.diagonal ![-1, 1]) <
      lowestEnergy (1 : Fin 3) (Matrix.diagonal ![1, -1] + Matrix.diagonal ![-1, 1]) := by
  -- each Hamiltonian alone lets the particle sit in its lower level
  have h1 : lowestEnergy (1 : Fin 3) (Matrix.diagonal ![1, -1]) ≤ -1 := by
    refine (lowestEnergy_le (isProjector_occupation {1} rfl) _).trans_eq ?_
    rw [Matrix.diagonal_mul_diagonal, Matrix.trace_diagonal, Fin.sum_univ_two]
    simp
  have h2 : lowestEnergy (1 : Fin 3) (Matrix.diagonal ![-1, 1]) ≤ -1 := by
    refine (lowestEnergy_le (isProjector_occupation {0} rfl) _).trans_eq ?_
    rw [Matrix.diagonal_mul_diagonal, Matrix.trace_diagonal, Fin.sum_univ_two]
    simp
  -- the two Hamiltonians cancel, so their sum has energy zero
  have hz : (Matrix.diagonal ![1, -1] + Matrix.diagonal ![-1, 1] :
      Matrix (Fin 2) (Fin 2) ℝ) = 0 := by
    ext i j
    fin_cases i <;> fin_cases j <;> simp
  have h0 : 0 ≤ lowestEnergy (1 : Fin 3) (0 : Matrix (Fin 2) (Fin 2) ℝ) := by
    apply (isGLB_lowestEnergy (1 : Fin 3) (0 : Matrix (Fin 2) (Fin 2) ℝ)).2
    rintro _ ⟨P, _, rfl⟩
    simp
  rw [hz]
  linarith

end

end KyFanConcavity
```

```lean
#print axioms KyFanConcavity.lowestEnergy_concave
-- 'KyFanConcavity.lowestEnergy_concave' depends on axioms: [propext, Classical.choice, Quot.sound]
#print axioms KyFanConcavity.lowestEnergy_first_order
-- 'KyFanConcavity.lowestEnergy_first_order' depends on axioms: [propext, Classical.choice, Quot.sound]
#print axioms KyFanConcavity.lowestEnergy_add_eq_iff
-- 'KyFanConcavity.lowestEnergy_add_eq_iff' depends on axioms: [propext, Classical.choice, Quot.sound]
#print axioms KyFanConcavity.lowestEnergy_strict
-- 'KyFanConcavity.lowestEnergy_strict' depends on axioms: [propext, Classical.choice, Quot.sound]
```

### What the statements say

`IsProjector k P` collects the three conditions on \(P\): symmetry, idempotency and trace \(k\). The type `Fin (n + 1)` of `k` contains exactly the numbers \(0,\dots,n\), so \(k\le n\) is built in. `energies k H` is the set of attainable values \(\operatorname{tr}(PH)\), and `lowestEnergy k H` is its infimum \(S_k(H)\).

`isGLB_lowestEnergy` states finiteness: \(S_k(H)\) is the greatest lower bound of the energies. `lowestEnergy_superadditive` and `lowestEnergy_smul` are the inequality you asked about and the scaling law. In `lowestEnergy_concave`, the domain `Set.univ` is the space of all real matrices; the symmetric ones form a linear subspace, so your case is included.

The model has a fixed particle number, real matrices and a finite orthonormal basis. Complex Hermitian Hamiltonians and electron–electron interaction are not treated. Nor does the file identify \(S_k(H)\) with the sum of the \(k\) lowest eigenvalues of a symmetric \(H\), which is Ky Fan's principle; the proofs work directly with the infimum. Existence of a minimising projector is not proved either, so `lowestEnergy_first_order` and `lowestEnergy_add_eq_iff` take one as a hypothesis. Physically, that hypothesis supplies a ground-state density matrix.

### How Lean carries out the steps

`isProjector_occupation` verifies the diagonal projector by checking whether each orbital belongs to `s`. In `abs_entry_le_one`, `row` is the identity for the sum of squares, `key` bounds one square by that sum, and `nlinarith` draws the conclusions about \(P_{ii}\) and \(P_{ij}\). `isGLB_lowestEnergy` combines the two lemmas into existence of an energy and a common lower bound.

The proof turns on `IsGLB`. Mathlib's `sInf` returns a real number for every set of reals, and for an empty set or one unbounded below that number is 0, which would say nothing about energies. The lemma `isGLB_csInf` requires proofs that the set is non-empty and bounded below, and returns a statement with two usable halves:

- The first half, `.1`, says that \(S_k(H)\) lies below every energy. This is the variational bound `lowestEnergy_le`.
- The second half, `.2`, says that any number below every energy is at most \(S_k(H)\). This is the step "take the infimum over \(P\)".

The superadditivity proof shows both at work. Applying `.2` for \(A+B\) leaves the task of bounding each energy from below, and `rintro _ ⟨P, hP, rfl⟩` picks the projector behind that energy. The trace is then split by linearity, and `add_le_add` adds the two variational bounds.

`lowestEnergy_smul` proves the two inequalities separately and splits off \(c=0\), where `.nonempty` provides the projector needed. `lowestEnergy_concave` rewrites \(a\,S_k(A)\) and \(b\,S_k(B)\) as \(S_k(aA)\) and \(S_k(bB)\), then applies superadditivity. In the equality theorem, `linarith` handles the two non-negative brackets.

For `lowestEnergy_strict`, `(1 : Fin 3)` means \(k=1\) and \(n=2\). Lean numbers the levels from 0, so `{1}` fills the second level and `{0}` the first.

### Empty and full shells

The two extreme fillings show why the strict example has this size. If \(k=0\), the diagonal entries \(P_{ii}=\sum_l P_{il}^2\) are non-negative and sum to zero, so \(P=0\) and \(S_0(H)=0\). If \(k=n\), the same argument applied to \(I-P\), where \(I\) is the identity matrix, gives \(P=I\) and \(S_n(H)=\operatorname{tr}H\). Both functions are linear in \(H\), so superadditivity is then an equality. Strict inequality needs \(0<k<n\), and the smallest such case is one particle in two levels. The file proves that example, while the two extreme values are argued only in this paragraph.
